# Heating moves the bottleneck of a Morse recombination model inward below a threshold temperature

Let two fragments at separation $s$, measured from the potential minimum, have the free energy
$$G_T(s)=D\left(e^{-2as}-2e^{-as}\right)-mcTs,\qquad s\ge \frac{\ln 2}{a},$$
with $D,a,c,m>0$. For $0<T<aD/(2mc)$ this function has exactly one maximiser, the bottleneck, and a higher temperature in that window puts it at a strictly smaller separation. At or above the threshold the maximiser is the inner edge $\ln 2/a$, only because the region is cut off there, and at $T=0$ there is none.

Canonical variational transition-state theory places the dividing surface of a barrierless recombination at a maximum of the free energy along the reaction coordinate. In this one-coordinate model with linear entropy, a surface optimised at one temperature in the window is therefore misplaced at any other.

```lean
import Mathlib

open Set

namespace VariationalTransitionState

noncomputable section

variable {D a c m T s : ℝ}
```

## A Morse attraction against a linear entropy

The energy is a Morse curve of depth $D$ and range parameter $a$, with its zero at infinite separation.

```lean
/-- Morse potential of well depth `D` and range parameter `a`, with `s` measured from the
minimum and the energy zero at infinite separation. -/
def morse (D a s : ℝ) : ℝ := D * (Real.exp (-2 * a * s) - 2 * Real.exp (-a * s))
```

The entropy $mcs$ is postulated. It stands for the freedom that the fragments' relative motions gain as they separate, and only the product $mc$, the entropy gained per unit length, matters. Real fragments do not gain entropy linearly without limit. All quantities are real numbers in consistent units, and $D,a,c,m$ do not depend on $T$.

```lean
/-- Free energy along the separation `s` at temperature `T`: the Morse energy minus `T` times
an entropy `m * c * s` that grows linearly with separation. -/
def freeEnergy (D a c m T s : ℝ) : ℝ := morse D a s - m * c * T * s
```

The region starts at the inflection point of the Morse curve, where the attractive force has its largest value, $aD/2$. The threshold is the temperature at which the entropic force $mcT$ equals it.

```lean
/-- The inner edge `ln 2 / a` of the region considered, for `a ≠ 0`. -/
def innerEdge (a : ℝ) : ℝ := Real.log 2 / a
```

A bottleneck must lie in the closed half-line `Ici (innerEdge a)` and maximise $G_T$ over all of it. `IsMaxOn` allows ties, so uniqueness has to be proved.

```lean
/-- A bottleneck is a point of the region `s ≥ ln 2 / a` at which the free energy is maximal
over that region. -/
def IsBottleneck (D a c m T s : ℝ) : Prop :=
  s ∈ Ici (innerEdge a) ∧ IsMaxOn (freeEnergy D a c m T) (Ici (innerEdge a)) s
```

With $x=e^{-as}$, the stationarity condition will be $2aD(x-x^2)=mcT$. Its smaller root and the corresponding separation are
$$y=\frac{1-\sqrt{1-q}}{2},\qquad q=\frac{2mcT}{aD},\qquad b=-\frac{\ln y}{a}.$$

```lean
/-- Closed formula for the bottleneck position, meant for positive `D, a, c, m` and
`0 < T < a D / (2 m c)`. -/
def bottleneck (D a c m T : ℝ) : ℝ :=
  -Real.log ((1 - √(1 - 2 * m * c * T / (a * D))) / 2) / a
```

## The slope in the Morse variable

Since $dx/ds=-ax$, differentiating $D(x^2-2x)-mcTs$ gives
$$G_T'(s)=2aD(x-x^2)-mcT.$$
The proof differentiates the exponentials and uses $e^{-2as}=x^2$.

```lean
/-- The slope of the free energy, written with the Morse variable `exp (-a s)`. -/
theorem hasDerivAt_freeEnergy (D a c m T s : ℝ) :
    HasDerivAt (freeEnergy D a c m T)
      (2 * a * D * (Real.exp (-a * s) - Real.exp (-a * s) ^ 2) - m * c * T) s := by
  have hexp : ∀ k : ℝ, HasDerivAt (fun u : ℝ => Real.exp (k * u)) (Real.exp (k * s) * k) s :=
    fun k => by simpa using ((hasDerivAt_id' s).const_mul k).exp
  have hsq : Real.exp (-2 * a * s) = Real.exp (-a * s) ^ 2 := by
    rw [sq, ← Real.exp_add]
    congr 1
    ring
  have h := (((hexp (-2 * a)).fun_sub ((hexp (-a)).const_mul 2)).const_mul D).fun_sub
    ((hasDerivAt_id' s).const_mul (m * c * T))
  refine h.congr_deriv ?_
  rw [hsq]
  ring
```

Because $a>0$, $x$ falls strictly as $s$ grows, so inequalities between separations become reversed inequalities between Morse variables.

```lean
/-- The Morse variable `exp (-a s)` decreases strictly with separation. -/
theorem morseVariable_lt_iff (ha : 0 < a) (s t : ℝ) :
    Real.exp (-a * t) < Real.exp (-a * s) ↔ s < t := by
  rw [Real.exp_lt_exp]
  constructor <;> intro h <;> nlinarith
```

At the edge, $x=e^{-\ln 2}=1/2$.

```lean
/-- At the inner edge the Morse variable equals one half. -/
theorem morseVariable_innerEdge (ha : 0 < a) : Real.exp (-a * innerEdge a) = 1 / 2 := by
  have h : -a * innerEdge a = -Real.log 2 := by
    unfold innerEdge
    field_simp
  rw [h, Real.exp_neg, Real.exp_log (by norm_num)]
  norm_num
```

## The stationary point and its maximality

In the window, $0<q<1$, so $r=\sqrt{1-q}$ satisfies $0<r<1$ and $0<y<1/2$. Hence $b>\ln 2/a$. Moreover,
$$y-y^2=\frac{(1-r)(1+r)}{4}=\frac{q}{4},$$
so $2aD(y-y^2)=mcT$ and the slope vanishes at $b$. The closing `linear_combination` carries out this algebra.

```lean
/-- For `0 < T < a D / (2 m c)` the closed formula gives a point beyond the inner edge at which the
slope of the free energy vanishes. -/
theorem bottleneck_stationary (hD : 0 < D) (ha : 0 < a) (hc : 0 < c) (hm : 0 < m)
    (hT : T ∈ Ioo 0 (a * D / (2 * m * c))) :
    innerEdge a < bottleneck D a c m T ∧
      2 * a * D * (Real.exp (-a * bottleneck D a c m T)
        - Real.exp (-a * bottleneck D a c m T) ^ 2) = m * c * T := by
  obtain ⟨hT0, hT1⟩ := hT
  have haD : 0 < a * D := mul_pos ha hD
  have hlt : 2 * m * c * T / (a * D) < 1 := by
    rw [div_lt_one haD]
    rw [lt_div_iff₀ (by positivity)] at hT1
    linarith
  have hpos : 0 < 2 * m * c * T / (a * D) := by positivity
  have hq : 2 * m * c * T / (a * D) * (a * D) = 2 * m * c * T := div_mul_cancel₀ _ haD.ne'
  have key : ∀ L : ℝ, -a * (-L / a) = L := fun L => by field_simp
  rw [← morseVariable_lt_iff ha, morseVariable_innerEdge ha]
  unfold bottleneck
  generalize 2 * m * c * T / (a * D) = q at hlt hpos hq ⊢
  -- the square root solves the quadratic equation for the Morse variable
  have hr : √(1 - q) ^ 2 = 1 - q := Real.sq_sqrt (by linarith)
  have hr0 : 0 < √(1 - q) := Real.sqrt_pos.2 (by linarith)
  generalize √(1 - q) = r at hr hr0 ⊢
  have hr1 : r < 1 := by nlinarith
  rw [key, Real.exp_log (by linarith)]
  constructor
  · linarith
  · linear_combination (-(a * D) / 2) * hr + (1 / 2) * hq
```

Subtracting the stationarity condition from the slope gives
$$G_T'(s)=2aD(x-y)(1-x-y).$$
Between the edge and $b$ we have $y<x<1/2$, and both factors are positive. Beyond $b$ we have $x<y<1/2$, and only the first is negative. So $G_T$ rises strictly up to $b$ and falls strictly after it. In the proof, `h3` supplies the sign of the product and `nlinarith` transfers it to the slope.

```lean
/-- For `0 < T < a D / (2 m c)`, every other point of the region has strictly lower free energy than
the point given by the closed formula. -/
theorem freeEnergy_lt_bottleneck (hD : 0 < D) (ha : 0 < a) (hc : 0 < c) (hm : 0 < m)
    (hT : T ∈ Ioo 0 (a * D / (2 * m * c))) (hs : innerEdge a ≤ s)
    (hne : s ≠ bottleneck D a c m T) :
    freeEnergy D a c m T s < freeEnergy D a c m T (bottleneck D a c m T) := by
  obtain ⟨hb, hstat⟩ := bottleneck_stationary hD ha hc hm hT
  have haD : 0 < a * D := mul_pos ha hD
  have hy := (morseVariable_lt_iff ha _ _).2 hb
  rw [morseVariable_innerEdge ha] at hy
  rcases lt_or_gt_of_ne hne with h | h
  · -- the free energy rises from the inner edge to the bottleneck
    have hmono : StrictMonoOn (freeEnergy D a c m T)
        (Icc (innerEdge a) (bottleneck D a c m T)) := by
      refine strictMonoOn_of_deriv_pos (convex_Icc _ _)
        (fun u _ => (hasDerivAt_freeEnergy D a c m T u).continuousAt.continuousWithinAt) ?_
      intro u hu
      rw [interior_Icc] at hu
      have h1 := (morseVariable_lt_iff ha _ _).2 hu.1
      have h2 := (morseVariable_lt_iff ha _ _).2 hu.2
      rw [morseVariable_innerEdge ha] at h1
      rw [(hasDerivAt_freeEnergy D a c m T u).deriv]
      have h3 := mul_pos haD (mul_pos (sub_pos.2 h2) (sub_pos.2 (add_lt_add h1 hy)))
      nlinarith
    exact hmono ⟨hs, h.le⟩ ⟨hb.le, le_rfl⟩ h
  · -- and falls beyond it
    have hanti : StrictAntiOn (freeEnergy D a c m T) (Ici (bottleneck D a c m T)) := by
      refine strictAntiOn_of_deriv_neg (convex_Ici _)
        (fun u _ => (hasDerivAt_freeEnergy D a c m T u).continuousAt.continuousWithinAt) ?_
      intro u hu
      rw [interior_Ici] at hu
      have h2 := (morseVariable_lt_iff ha _ _).2 hu
      rw [(hasDerivAt_freeEnergy D a c m T u).deriv]
      have h3 := mul_pos haD (mul_pos (sub_pos.2 h2) (sub_pos.2 (add_lt_add (h2.trans hy) hy)))
      nlinarith
    exact hanti self_mem_Ici h.le h
```

Any other point of the region has strictly lower free energy than $b$, so being a bottleneck is the same as being $b$.

```lean
/-- For `0 < T < a D / (2 m c)`, a point is a bottleneck exactly when it is the one given by the
closed formula. -/
theorem isBottleneck_iff (hD : 0 < D) (ha : 0 < a) (hc : 0 < c) (hm : 0 < m)
    (hT : T ∈ Ioo 0 (a * D / (2 * m * c))) :
    IsBottleneck D a c m T s ↔ s = bottleneck D a c m T := by
  have hb := (bottleneck_stationary hD ha hc hm hT).1
  constructor
  · intro h
    by_contra hne
    exact absurd (isMaxOn_iff.1 h.2 _ hb.le)
      (not_le_of_gt (freeEnergy_lt_bottleneck hD ha hc hm hT h.1 hne))
  · intro h
    rw [h]
    refine ⟨hb.le, isMaxOn_iff.2 fun u hu => ?_⟩
    by_cases hne : u = bottleneck D a c m T
    · rw [hne]
    · exact (freeEnergy_lt_bottleneck hD ha hc hm hT hu hne).le
```

## The shift on heating

Take $T_1<T_2$ in the window, with bottlenecks $s_1,s_2$ and Morse variables $y_1,y_2<1/2$. Subtracting their stationarity conditions gives
$$mc(T_2-T_1)=2aD(y_2-y_1)(1-y_1-y_2).$$
The left side and the last factor are positive, so $y_2>y_1$ and $s_2<s_1$. Lean assumes $y_2\le y_1$ and reaches a contradiction.

The theorem has two parts. For every $T$ in the open interval `Ioo 0 (a * D / (2 * m * c))` there is exactly one bottleneck (`∃!`), and for any two such temperatures the hotter one has the smaller separation. The statement is about maximisers and does not mention the closed formula. It concerns the bottleneck's position; no rate constant is computed.

```lean
/-- For `0 < T < a D / (2 m c)` there is exactly one bottleneck, and between any two such
temperatures the hotter system has its bottleneck at the smaller separation. -/
theorem bottleneck_moves_inward (hD : 0 < D) (ha : 0 < a) (hc : 0 < c) (hm : 0 < m) :
    (∀ T ∈ Ioo 0 (a * D / (2 * m * c)), ∃! s, IsBottleneck D a c m T s) ∧
      ∀ T₁ ∈ Ioo 0 (a * D / (2 * m * c)), ∀ T₂ ∈ Ioo 0 (a * D / (2 * m * c)), T₁ < T₂ →
        ∀ s₁ s₂, IsBottleneck D a c m T₁ s₁ → IsBottleneck D a c m T₂ s₂ → s₂ < s₁ := by
  refine ⟨fun T hT => ⟨bottleneck D a c m T, (isBottleneck_iff hD ha hc hm hT).2 rfl,
    fun s hs => (isBottleneck_iff hD ha hc hm hT).1 hs⟩, ?_⟩
  intro T₁ hT₁ T₂ hT₂ h12 s₁ s₂ hs₁ hs₂
  rw [isBottleneck_iff hD ha hc hm hT₁] at hs₁
  rw [isBottleneck_iff hD ha hc hm hT₂] at hs₂
  obtain ⟨hb₁, he₁⟩ := bottleneck_stationary hD ha hc hm hT₁
  obtain ⟨hb₂, he₂⟩ := bottleneck_stationary hD ha hc hm hT₂
  rw [← hs₁] at hb₁ he₁
  rw [← hs₂] at hb₂ he₂
  have hy₁ := (morseVariable_lt_iff ha _ _).2 hb₁
  have hy₂ := (morseVariable_lt_iff ha _ _).2 hb₂
  rw [morseVariable_innerEdge ha] at hy₁ hy₂
  -- compare the two stationarity conditions on the branch below one half
  rw [← morseVariable_lt_iff ha]
  by_contra h
  have h1 := mul_nonneg (mul_pos ha hD).le
    (mul_nonneg (sub_nonneg.2 (not_lt.1 h)) (sub_pos.2 (add_lt_add hy₁ hy₂)).le)
  have h2 := mul_lt_mul_of_pos_left h12 (mul_pos hm hc)
  nlinarith
```

## The two ends of the window

If $T\ge aD/(2mc)$, then for $x<1/2$
$$G_T'(s)\le 2aD(x-x^2)-\frac{aD}{2}=-2aD\left(x-\tfrac12\right)^2<0.$$
The free energy falls strictly from the edge outward, so the edge is the only maximiser and further heating leaves it there. This maximum is produced by the cut-off: without a lower limit on $s$, the free energy has no local maximum at these temperatures.

```lean
/-- At and above the threshold temperature `a D / (2 m c)` the only bottleneck is the inner
edge of the region. -/
theorem isBottleneck_iff_of_hot (hD : 0 < D) (ha : 0 < a) (hc : 0 < c) (hm : 0 < m)
    (hT : a * D / (2 * m * c) ≤ T) : IsBottleneck D a c m T s ↔ s = innerEdge a := by
  rw [div_le_iff₀ (by positivity)] at hT
  have hanti : StrictAntiOn (freeEnergy D a c m T) (Ici (innerEdge a)) := by
    refine strictAntiOn_of_deriv_neg (convex_Ici _)
      (fun u _ => (hasDerivAt_freeEnergy D a c m T u).continuousAt.continuousWithinAt) ?_
    intro u hu
    rw [interior_Ici] at hu
    have h1 := (morseVariable_lt_iff ha _ _).2 hu
    rw [morseVariable_innerEdge ha] at h1
    rw [(hasDerivAt_freeEnergy D a c m T u).deriv]
    have h2 := mul_pos (mul_pos ha hD) (pow_pos (sub_pos.2 h1) 2)
    nlinarith
  constructor
  · intro h
    by_contra hne
    have hlt : innerEdge a < s := lt_of_le_of_ne h.1 (Ne.symm hne)
    exact absurd (isMaxOn_iff.1 h.2 _ self_mem_Ici)
      (not_le_of_gt (hanti self_mem_Ici h.1 hlt))
  · intro h
    rw [h]
    exact ⟨self_mem_Ici, isMaxOn_iff.2 fun u hu => hanti.antitoneOn self_mem_Ici hu hu⟩
```

At $T=0$ the slope is $2aDx(1-x)>0$. The energy climbs towards the dissociation limit without reaching it, and any proposed maximiser $s$ is beaten by $s+1$.

```lean
/-- At zero temperature there is no bottleneck. -/
theorem not_isBottleneck_zero (hD : 0 < D) (ha : 0 < a) : ¬ IsBottleneck D a c m 0 s := by
  intro h
  have hmono : StrictMonoOn (freeEnergy D a c m 0) (Ici (innerEdge a)) := by
    refine strictMonoOn_of_deriv_pos (convex_Ici _)
      (fun u _ => (hasDerivAt_freeEnergy D a c m 0 u).continuousAt.continuousWithinAt) ?_
    intro u hu
    rw [interior_Ici] at hu
    have h1 := (morseVariable_lt_iff ha _ _).2 hu
    rw [morseVariable_innerEdge ha] at h1
    rw [(hasDerivAt_freeEnergy D a c m 0 u).deriv]
    have h2 : 0 < 1 - Real.exp (-a * u) := by linarith
    have h3 := mul_pos (mul_pos ha hD) (mul_pos (Real.exp_pos (-a * u)) h2)
    nlinarith
  have hs : innerEdge a ≤ s := h.1
  have hs' : s + 1 ∈ Ici (innerEdge a) := mem_Ici.2 (by linarith)
  exact absurd (isMaxOn_iff.1 h.2 _ hs') (not_le_of_gt (hmono h.1 hs' (by linarith)))

end

end VariationalTransitionState
```

```lean
#print axioms VariationalTransitionState.bottleneck_moves_inward
#print axioms VariationalTransitionState.isBottleneck_iff_of_hot
#print axioms VariationalTransitionState.not_isBottleneck_zero
```

```
'VariationalTransitionState.bottleneck_moves_inward' depends on axioms: [propext, Classical.choice, Quot.sound]
'VariationalTransitionState.isBottleneck_iff_of_hot' depends on axioms: [propext, Classical.choice, Quot.sound]
'VariationalTransitionState.not_isBottleneck_zero' depends on axioms: [propext, Classical.choice, Quot.sound]
```
